# The secular polynomial det(XS − H) takes the value det(zS − H) at every complex energy z

In a finite, possibly non-orthogonal basis, the energies of a Hamiltonian matrix H with overlap matrix S are sought as the roots of the secular polynomial det(XS − H). The theorem `secular_eval` says that putting a complex number z for X in this polynomial gives the determinant of the numerical matrix zS − H. Here S and H are any complex square matrices of the same finite size; neither is assumed Hermitian, and S need not be invertible. The proof treats evaluation at z as a ring homomorphism, moves it inside the determinant, and then compares the two matrices entry by entry.

In Lean, a first try:

```lean
import Mathlib

open Matrix
open scoped Polynomial

namespace InfiniteEigenvalues

noncomputable section

variable {ι m n : Type*} [Fintype ι] [DecidableEq ι] [Fintype m] [DecidableEq m]
  [Fintype n] [DecidableEq n]

/-- The matrix pencil `X S - H` of an overlap `S` and a Hamiltonian `H`, with polynomial entries
in the energy variable `X`. -/
def pencil (S H : Matrix ι ι ℂ) : Matrix ι ι ℂ[X] :=
  Matrix.of fun i j => Polynomial.X * Polynomial.C (S i j) - Polynomial.C (H i j)

/-- The secular polynomial `det (X S - H)`. -/
def secular (S H : Matrix ι ι ℂ) : ℂ[X] := (pencil S H).det

/-- At an energy `z` the secular polynomial takes the value `det (z S - H)`. -/
theorem secular_eval (S H : Matrix ι ι ℂ) (z : ℂ) :
    (secular S H).eval z = (z • S - H).det := by
  rw [secular, ← Polynomial.coe_evalRingHom, RingHom.map_det]
  congr 1
  ext i j
  simp [pencil]

end

end InfiniteEigenvalues
```

The compiler's answer:

```
Main.lean:23:46: error: unsolved goals
ι : Type u_1
inst✝¹ : Fintype ι
inst✝ : DecidableEq ι
S H : Matrix ι ι ℂ
z : ℂ
i j : ι
⊢ S i j * z = z * S i j
```

What went wrong. The error says that the proof ended with one goal still open, `S i j * z = z * S i j`. The determinant step has worked by then, and so has nearly all of the entrywise comparison: `simp [pencil]` has unfolded the pencil, evaluated its entries and cancelled the common term `H i j`.

What remains is the same product written in two orders. The left side comes from evaluating the polynomial entry, where `simp` has put the constant `S i j` before the variable. The right side comes from the entry of `z • S`, where the scalar `z` stands first. The two are equal because multiplication in ℂ is commutative, but `simp` does not use `mul_comm` by default, so it stops there.

The added line `ring` proves identities in commutative rings, this one included, and so closes the goal.

The repair, with which the file compiles:

```diff
@@ -26,4 +26,5 @@
   ext i j
   simp [pencil]
+  ring
 
 end
```
